# With an even bubble, a local vertex leaves the response to an odd velocity at its bare value

In a single-band DMFT calculation of the optical conductivity, one takes the converged self-energy, builds the lattice Green's function, and sums the squared velocity times a product of two Green's functions over momenta and frequencies. The two-particle vertex of the impurity is never computed for this purpose. That omission is justified when the irreducible vertex carries no momentum, the bubble is even under inversion and the velocity is odd. The theorems below prove it under these hypotheses, for finite sets of momenta and frequencies.

## Bubble, vertex and ladder equation

```lean
import Mathlib

open Matrix

namespace LocalVertexCorrections

noncomputable section

variable {K W : Type*} [Fintype K] [DecidableEq K] [Fintype W] [DecidableEq W]
```

`K` is the set of momenta $k$ and `W` the set of fermionic frequencies $\omega$. Both are finite, as on a $k$-mesh with a frequency cutoff; infinite frequency sums are not covered. The external frequency is held fixed and does not appear as an index, and the external wave vector is zero.

```lean
/-- The bare particle-hole bubble, diagonal in momentum and frequency. -/
def bubble (χ : K × W → ℂ) : Matrix (K × W) (K × W) ℂ := Matrix.diagonal χ
```

A two-particle quantity is a matrix whose row and column indices are pairs $(k,\omega)$, written `K × W` in Lean. The bubble is the diagonal matrix

$$X_0\big((k,\omega),(k',\omega')\big)=\chi(k,\omega)\,\delta_{kk'}\delta_{\omega\omega'} .$$

Physically $\chi(k,\omega)$ is, up to sign and prefactors, the product of two Green's functions at momentum $k$, with frequencies differing by the external one. Lean only sees a complex function `χ`.

```lean
/-- A local irreducible vertex: it depends on the two frequencies but on no momentum. -/
def localVertex (Γ : Matrix W W ℂ) : Matrix (K × W) (K × W) ℂ :=
  Matrix.of fun p q => Γ p.2 q.2
```

For a pair `p`, `p.1` is the momentum and `p.2` the frequency. The entry of the vertex matrix is therefore $\Gamma(\omega,\omega')$, whatever the momenta. I write $\hat\Gamma$ for this large matrix and $\Gamma$ for the small one in frequency space.

Locality is postulated here. It stands for the DMFT statement that the irreducible vertex can be taken from the impurity, which is justified in the limit of infinite coordination and is an approximation on a finite-dimensional lattice.

```lean
/-- The ladder (Bethe-Salpeter) equation `X = X₀ + X₀ Γ X` with a local vertex. -/
def IsLadder (χ : K × W → ℂ) (Γ : Matrix W W ℂ) (X : Matrix (K × W) (K × W) ℂ) : Prop :=
  X = bubble χ + bubble χ * localVertex Γ * X
```

`IsLadder χ Γ X` is a proposition about a given matrix $X$: it says that

$$X = X_0 + X_0\hat\Gamma X .$$

This fixes the sign convention. Factors of temperature and of the number of momenta are absorbed into $\chi$ and $\Gamma$.

Another model would define $X=(1-X_0\hat\Gamma)^{-1}X_0$. That gives a unique $X$, but the theorems about a general ladder matrix would then need the hypothesis that $1-X_0\hat\Gamma$ is invertible, since Lean assigns the value zero to the inverse of a singular matrix. With the equation as a hypothesis, the theorems apply to every solution, and they leave open whether one exists.

```lean
/-- The response `aᵀ X b` between the external vertices `a` and `b`. -/
def response (a : K × W → ℂ) (X : Matrix (K × W) (K × W) ℂ) (b : K × W → ℂ) : ℂ :=
  a ⬝ᵥ (X *ᵥ b)
```

The response is the number

$$a^T X b=\sum_{k,\omega}\sum_{k',\omega'} a(k,\omega)\,X\big((k,\omega),(k',\omega')\big)\,b(k',\omega').$$

The symbol `*ᵥ` multiplies a matrix into a column vector, and `⬝ᵥ` is the dot product without complex conjugation. The functions $a$ and $b$ are the external vertices: a velocity for a current, the constant 1 for the density.

## Odd functions drop out of the momentum sum

```lean
omit [DecidableEq K] in
/-- A function that is odd under inversion sums to zero over the momenta. -/
theorem sum_odd_eq_zero (σ : Equiv.Perm K) (f : K → ℂ) (hf : ∀ k, f (σ k) = -f k) :
    ∑ k, f k = 0 := by
  have h := Equiv.sum_comp σ f
  simp only [hf, Finset.sum_neg_distrib] at h
  linear_combination (-1 / 2 : ℂ) * h
```

A Lean theorem lists its data and hypotheses before the colon and its conclusion after it; the proof follows `:=`. Here `σ` is a permutation of the momenta, playing the role of $k\mapsto -k$, and `hf` says that $f(\sigma k)=-f(k)$ for all $k$.

By hand, a permutation only reorders the sum, so

$$\sum_k f(k)=\sum_k f(\sigma k)=-\sum_k f(k),$$

and the sum is zero. `Equiv.sum_comp` supplies the first equality, `simp` inserts the oddness, and `linear_combination` solves for the sum. The argument never uses $\sigma(\sigma k)=k$. At a momentum that inversion maps to itself, oddness forces $f(k)=0$.

```lean
/-- An odd external vertex, joined to an even bubble, does not couple to a local vertex. -/
theorem odd_vertex_decouples (σ : Equiv.Perm K) (χ a : K × W → ℂ) (Γ : Matrix W W ℂ)
    (hχ : ∀ k ω, χ (σ k, ω) = χ (k, ω)) (ha : ∀ k ω, a (σ k, ω) = -a (k, ω)) :
    a ᵥ* (bubble χ * localVertex Γ) = 0 := by
  ext q
  rw [← Matrix.vecMul_vecMul]
  change ∑ p : K × W, (a ᵥ* Matrix.diagonal χ) p * Γ p.2 q.2 = 0
  simp only [Matrix.vecMul_diagonal]
  -- at each fixed frequency the momentum sum runs over an odd function
  rw [Fintype.sum_prod_type_right]
  refine Finset.sum_eq_zero fun ω _ => sum_odd_eq_zero σ _ fun k => ?_
  simp only [hχ, ha]
  ring
```

The hypotheses are $\chi(\sigma k,\omega)=\chi(k,\omega)$ and $a(\sigma k,\omega)=-a(k,\omega)$. The first is the inversion symmetry of the bubble. It holds when $\varepsilon_{-k}=\varepsilon_k$ and the self-energy is local, because the Green's function then depends on momentum only through $\varepsilon_k$.

The conclusion is $a^TX_0\hat\Gamma=0$, where `ᵥ*` multiplies a row vector into a matrix. Its component at $(k',\omega')$ is

$$\big(a^TX_0\hat\Gamma\big)(k',\omega')=\sum_{\omega}\Big[\sum_k a(k,\omega)\chi(k,\omega)\Big]\Gamma(\omega,\omega').$$

The vertex comes out of the momentum sum because it does not depend on $k$. What remains in the bracket is odd times even, hence odd, and sums to zero at each frequency.

The proof follows the same order. `ext q` selects a component, `change` writes it as a sum, and `Fintype.sum_prod_type_right` places the frequency sum outside. Lean keeps the factor $\Gamma(\omega,\omega')$ inside the inner sum, which is still odd in $k$, and applies the previous lemma to it.

## The full ladder response to an odd vertex

```lean
/-- For an even bubble and a local vertex, the full ladder response to an odd external vertex
`a` equals the bare bubble response, whatever the other vertex `b`. -/
theorem local_vertex_corrections_vanish (σ : Equiv.Perm K) (χ a b : K × W → ℂ)
    (Γ : Matrix W W ℂ) (X : Matrix (K × W) (K × W) ℂ)
    (hχ : ∀ k ω, χ (σ k, ω) = χ (k, ω)) (ha : ∀ k ω, a (σ k, ω) = -a (k, ω))
    (hX : IsLadder χ Γ X) :
    response a X b = response a (bubble χ) b := by
  have h : a ᵥ* X = a ᵥ* bubble χ := by
    calc a ᵥ* X = a ᵥ* (bubble χ + bubble χ * localVertex Γ * X) :=
          congrArg (fun Y => a ᵥ* Y) hX
      _ = a ᵥ* bubble χ := by
          rw [Matrix.vecMul_add, ← Matrix.vecMul_vecMul,
            odd_vertex_decouples σ χ a Γ hχ ha, Matrix.zero_vecMul, add_zero]
  unfold response
  rw [Matrix.dotProduct_mulVec, Matrix.dotProduct_mulVec, h]
```

This is the main theorem: if $X$ solves the ladder equation, then $a^TXb=a^TX_0b$. Multiply the equation from the left by $a^T$:

$$a^TX=a^TX_0+\big(a^TX_0\hat\Gamma\big)X=a^TX_0 .$$

Multiplying by $b$ from the right gives the claim. One insertion of the equation is enough, so no perturbation series is summed and no convergence is needed.

The `calc` block is this displayed line. Its first step replaces $X$ by the right-hand side of the ladder equation, and its second removes the vertex term with `odd_vertex_decouples`. The last two lines of the proof move $b$ out of the way and apply the identity.

Only $a$ has to be odd; $b$ is arbitrary.

```lean
/-- For an even bubble and a local vertex, the ladder current-current response with an odd velocity
`v` is the bubble weighted with `v²`, summed over momenta and frequencies. -/
theorem current_response_eq_bubble_sum (σ : Equiv.Perm K) (χ : K × W → ℂ) (v : K → ℂ)
    (Γ : Matrix W W ℂ) (X : Matrix (K × W) (K × W) ℂ)
    (hχ : ∀ k ω, χ (σ k, ω) = χ (k, ω)) (hv : ∀ k, v (σ k) = -v k)
    (hX : IsLadder χ Γ X) :
    response (fun p => v p.1) X (fun p => v p.1) = ∑ k, ∑ ω, v k ^ 2 * χ (k, ω) := by
  rw [local_vertex_corrections_vanish σ χ _ _ Γ X hχ (fun k _ => hv k) hX]
  simp only [response, bubble, dotProduct, Matrix.mulVec_diagonal, Fintype.sum_prod_type]
  refine Finset.sum_congr rfl fun k _ => Finset.sum_congr rfl fun ω _ => ?_
  ring
```

Now both external vertices are a velocity $v(k)$ that does not depend on frequency. The expression `fun p => v p.1` is the function $(k,\omega)\mapsto v(k)$. The theorem reads

$$v^TXv=\sum_k\sum_\omega v(k)^2\,\chi(k,\omega).$$

By the main theorem $X$ may be replaced by $X_0$, and a diagonal matrix between two vectors gives a single sum over $(k,\omega)$. The proof does these two steps and then compares the sums term by term.

This is the sum evaluated in the conductivity calculation described at the start. The diamagnetic term, the analytic continuation and the division by frequency that turn a current response into a conductivity are not part of the statement.

## A constant coupling without frequencies

```lean
/-- The case without frequencies: for an even `χ` and a ladder with coupling `g` and the all-ones
matrix, the response to an odd `v` equals that of the bare diagonal matrix. -/
theorem contact_ladder_current (σ : Equiv.Perm K) (χ v : K → ℂ) (g : ℂ) (X : Matrix K K ℂ)
    (hχ : ∀ k, χ (σ k) = χ k) (hv : ∀ k, v (σ k) = -v k)
    (hX : X = Matrix.diagonal χ
      + g • (Matrix.diagonal χ * (Matrix.of fun _ _ => (1 : ℂ)) * X)) :
    v ⬝ᵥ (X *ᵥ v) = v ⬝ᵥ (Matrix.diagonal χ *ᵥ v) := by
  have h0 : v ᵥ* (Matrix.diagonal χ * (Matrix.of fun _ _ => (1 : ℂ) : Matrix K K ℂ)) = 0 := by
    ext q
    rw [← Matrix.vecMul_vecMul]
    change ∑ k, (v ᵥ* Matrix.diagonal χ) k * 1 = 0
    simp only [Matrix.vecMul_diagonal]
    refine sum_odd_eq_zero σ _ fun k => ?_
    simp only [hχ, hv]
    ring
  have h : v ᵥ* X = v ᵥ* Matrix.diagonal χ := by
    refine (congrArg (fun Y => v ᵥ* Y) hX).trans ?_
    rw [Matrix.vecMul_add, Matrix.vecMul_smul, ← Matrix.vecMul_vecMul, h0,
      Matrix.zero_vecMul, smul_zero, add_zero]
  rw [Matrix.dotProduct_mulVec, Matrix.dotProduct_mulVec, h]
```

When the vertex depends on neither momentum nor frequency, as for an instantaneous contact interaction taken to first order, the ladder equation can be summed over the frequencies. Then $\chi(k)$ is the frequency-summed bubble and $g$ is the interaction strength, up to sign and prefactors. The indices are momenta alone, $X_0=\mathrm{diag}(\chi)$, and the vertex is the number $g$ times the all-ones matrix $J$, written `Matrix.of fun _ _ => (1 : ℂ)`. The hypothesis `hX` is $X=X_0+g\,X_0JX$, and the conclusion is $v^TXv=v^TX_0v$.

By hand, every component of the row vector $v^TX_0J$ equals

$$\sum_k v(k)\chi(k)=0,$$

so $v^TX=v^TX_0+g\,(v^TX_0J)X=v^TX_0$. The intermediate statements `h0` and `h` are these two facts.

Evenness of the bubble matters. Take two momenta exchanged by inversion, $v=(1,-1)$, $g=\tfrac12$ and the uneven bubble $X_0=\mathrm{diag}(1,0)$. Then $X=\mathrm{diag}(2,0)$ solves the ladder equation, because

$$\tfrac12X_0JX=\tfrac12\begin{pmatrix}1&1\\0&0\end{pmatrix}\begin{pmatrix}2&0\\0&0\end{pmatrix}=\begin{pmatrix}1&0\\0&0\end{pmatrix}.$$

The response is $v^TXv=2$, while the bare value is $v^TX_0v=1$. A distribution shifted in momentum space, as in a current-carrying state, can produce such an uneven bubble.

## The momentum-summed response keeps its vertex

```lean
variable (K W) in
/-- The matrix that sums over all momenta at fixed frequency. -/
def momentumSum : Matrix W (K × W) ℂ := Matrix.of fun ω p => if p.2 = ω then 1 else 0
```

This rectangular matrix $S$ has entries $S(\omega,(k,\omega'))=\delta_{\omega\omega'}$. Applied to a function of $(k,\omega)$, it sums over $k$ and leaves the frequency alone.

```lean
/-- The local part of a two-particle quantity: both momenta are summed over. -/
def localPart (A : Matrix (K × W) (K × W) ℂ) : Matrix W W ℂ :=
  momentumSum K W * A * (momentumSum K W)ᵀ
```

For a two-particle matrix $A$, the local part is $SAS^T$, with entries

$$\big(SAS^T\big)(\omega,\omega')=\sum_{k,k'}A\big((k,\omega),(k',\omega')\big).$$

For $A=X$ this is the uniform density response resolved in the two frequencies. The word "local" refers to each end of the response separately: the momentum sum puts the two operators of that end on the same site. The two ends can sit on different sites, and at zero external wave vector these sites are summed over. It should not be confused with the susceptibility of the impurity, whose bubble is built from local Green's functions.

```lean
/-- The local part of the ladder obeys a ladder equation in frequency space alone, with the
same vertex and the local part of the bubble. -/
theorem local_ladder (χ : K × W → ℂ) (Γ : Matrix W W ℂ) (X : Matrix (K × W) (K × W) ℂ)
    (hX : IsLadder χ Γ X) :
    localPart X = localPart (bubble χ) + localPart (bubble χ) * Γ * localPart X := by
  -- a local vertex acts only through momentum sums
  have hV : (localVertex Γ : Matrix (K × W) (K × W) ℂ)
      = (momentumSum K W)ᵀ * Γ * momentumSum K W := by
    ext p q
    simp [localVertex, momentumSum, Matrix.mul_apply]
  unfold IsLadder at hX
  rw [hV] at hX
  unfold localPart
  refine (congrArg (fun Y => momentumSum K W * Y * (momentumSum K W)ᵀ) hX).trans ?_
  simp only [Matrix.mul_add, Matrix.add_mul, Matrix.mul_assoc]
```

Write $L=SXS^T$ and $P=SX_0S^T$. The theorem states

$$L=P+P\,\Gamma L,$$

an equation between matrices in frequency space only. The derivation starts from $\hat\Gamma=S^T\Gamma S$, which says that a local vertex acts only through momentum sums. Inserting it into the ladder equation and multiplying by $S$ and $S^T$ gives

$$SXS^T=SX_0S^T+\big(SX_0S^T\big)\,\Gamma\,\big(SXS^T\big).$$

In the proof, `hV` is the factorisation of the vertex, and the final `simp only` distributes the products and regroups the brackets. No symmetry of the bubble is assumed. The matrix to be handled has the size of the frequency set, which is a practical gain when a uniform susceptibility is computed with a local vertex.

## Two momenta with explicit numbers

```lean
/-- A ladder matrix for two momenta and one frequency. -/
def twoPointLadder : Matrix (Fin 2 × Fin 1) (Fin 2 × Fin 1) ℂ :=
  Matrix.of fun p q => if p.1 = q.1 then 3 / 2 else 1 / 2
```

`Fin 2` has two elements, used as momenta, and `Fin 1` has one, used as the single frequency. The matrix is

$$X=\begin{pmatrix}3/2&1/2\\1/2&3/2\end{pmatrix}.$$

```lean
/-- With unit bubble and vertex `1/4`, the two-momentum matrix solves the ladder equation; the
velocity `(1, -1)` is odd under exchange of the momenta and has response 2, while the uniform
density vertex has response 4 in the ladder and 2 in the bubble. -/
theorem twoPointLadder_witness :
    IsLadder (fun _ => 1) (Matrix.of fun _ _ => 1 / 4) twoPointLadder ∧
    (∀ k, (![1, -1] : Fin 2 → ℂ) (Equiv.swap 0 1 k) = -(![1, -1] : Fin 2 → ℂ) k) ∧
    response (fun p => (![1, -1] : Fin 2 → ℂ) p.1) twoPointLadder
      (fun p => (![1, -1] : Fin 2 → ℂ) p.1) = 2 ∧
    response (fun _ => 1) twoPointLadder (fun _ => 1) = 4 ∧
    response (fun _ => 1) (bubble fun _ : Fin 2 × Fin 1 => 1) (fun _ => 1) = 2 := by
  have hb : bubble (fun _ : Fin 2 × Fin 1 => (1 : ℂ)) = 1 := Matrix.diagonal_one
  refine ⟨?_, ?_, ?_, ?_, ?_⟩
  · unfold IsLadder
    rw [hb, one_mul]
    ext ⟨i, a⟩ ⟨j, b⟩
    fin_cases i <;> fin_cases a <;> fin_cases j <;> fin_cases b <;>
      simp [twoPointLadder, localVertex, Matrix.mul_apply,
        Fintype.sum_prod_type, Fin.sum_univ_succ] <;> norm_num
  · intro k
    fin_cases k <;> simp
  · simp [response, twoPointLadder, dotProduct, Matrix.mulVec, Fintype.sum_prod_type,
      Fin.sum_univ_succ]
    norm_num
  · simp [response, twoPointLadder, dotProduct, Matrix.mulVec, Fintype.sum_prod_type,
      Fin.sum_univ_succ]
    norm_num
  · rw [hb]
    simp [response, dotProduct]

end

end LocalVertexCorrections
```

The theorem joins five statements with `∧`, which means "and". The first says that $X$ solves the ladder equation with $\chi=1$ and $\Gamma=\tfrac14$. Each column of $X$ sums to 2, so every entry of $X_0\hat\Gamma X$ is $\tfrac14\cdot2=\tfrac12$, and adding the unit matrix gives $X$.

The second says that $v=(1,-1)$ is odd under `Equiv.swap 0 1`, the exchange of the two momenta. The remaining three are response values:

- current, with the ladder: $v^TXv=\tfrac32-\tfrac12-\tfrac12+\tfrac32=2$;
- density, with the ladder: the sum of all entries of $X$, which is 4;
- density, with the bubble alone: 2.

The bare current response is $1^2+(-1)^2=2$, equal to the ladder value, as the main theorem requires. The same vertex doubles the density response. This agrees with the frequency-space equation, which here reads $L=2+2\cdot\tfrac14L$ and gives $L=4$.

In the proof, `fin_cases` runs through all matrix entries for the first statement and both momenta for the second. `simp` and `norm_num` do the arithmetic.

```lean
#print axioms LocalVertexCorrections.current_response_eq_bubble_sum
#print axioms LocalVertexCorrections.contact_ladder_current
#print axioms LocalVertexCorrections.local_ladder
```

```
'LocalVertexCorrections.current_response_eq_bubble_sum' depends on axioms: [propext, Classical.choice, Quot.sound]
'LocalVertexCorrections.contact_ladder_current' depends on axioms: [propext, Classical.choice, Quot.sound]
'LocalVertexCorrections.local_ladder' depends on axioms: [propext, Classical.choice, Quot.sound]
```
